# Neuberger's pole sum in closed form, for every real x

For every real $x$ and every integer $n\ge 1$, with $\theta_k=\pi(2k+1)/(4n)$,

$$\sum_{k=0}^{n-1}\frac{x/n}{x^2\cos^2\theta_k+\sin^2\theta_k}=\frac{(1+x)^{2n}-(1-x)^{2n}}{(1+x)^{2n}+(1-x)^{2n}} .$$

The right-hand side tends to the sign of $x$ as $n$ grows. For non-interacting electrons at zero temperature, with the chemical potential $\mu$ in a gap of the one-electron Hamiltonian $H$, the one-electron density matrix (occupation one for each filled spin orbital) is $\tfrac12\bigl(1-\mathrm{sign}(H-\mu)\bigr)$. The pole sum approximates this sign function by shifted inverses, without diagonalising $H$.

## Poles and roots of −1

In Lean 4 with Mathlib:

```lean
import Mathlib

open Finset Filter Topology
open scoped Real

namespace NeubergerPoleExpansion

noncomputable section

/-- The angle `π (2k+1) / (4n)` of pole number `k = 0, ..., n-1`, for `n ≥ 1`. -/
def poleAngle (n k : ℕ) : ℝ := π * (2 * k + 1) / (4 * n)
```

This is the angle $\theta_k$. The poles are numbered from zero, so the common textbook form $\pi(2k-1)/(4n)$ with $k=1,\dots,n$ gives the same angles.

```lean
/-- The pole denominator `x² cos² θ + sin² θ` at the angle `θ` of pole `k`, for `n ≥ 1`. -/
def poleDenom (n k : ℕ) (x : ℝ) : ℝ :=
  x ^ 2 * Real.cos (poleAngle n k) ^ 2 + Real.sin (poleAngle n k) ^ 2
```

This is the denominator $D_k(x)=x^2\cos^2\theta_k+\sin^2\theta_k$.

```lean
/-- Neuberger's sum of `n` pole terms, for `n ≥ 1`. -/
def poleSum (n : ℕ) (x : ℝ) : ℝ := ∑ k ∈ range n, x / n / poleDenom n k x
```

`range n` stands for $0,\dots,n-1$, so `poleSum n x` is the left-hand side above.

```lean
/-- The `m`-th roots of `-1`, numbered by `k = 0, ..., m-1`, for `m ≥ 1`. -/
def antiRoot (m k : ℕ) : ℂ :=
  Complex.exp (((π * (2 * k + 1) / m : ℝ) : ℂ) * Complex.I)
```

These are the numbers $w_k=e^{i\pi(2k+1)/m}$, which satisfy $w_k^m=-1$. The type annotations turn a real angle into a complex number. For $m=2n$ one has $w_k=e^{2i\theta_k}$, which links the roots to the poles.

## Summing over the roots

```lean
/-- The `j`-th powers of the `m`-th roots of `-1` sum to zero for `0 < j < m`. -/
theorem sum_antiRoot_pow {m j : ℕ} (hj : 0 < j) (hjm : j < m) :
    ∑ k ∈ range m, antiRoot m k ^ j = 0 := by
  have hη := Complex.isPrimitiveRoot_exp m (by omega)
  set η := Complex.exp (2 * π * Complex.I / m) with hdef
  have hne : η ^ j ≠ 1 := fun h =>
    absurd (Nat.le_of_dvd hj ((hη.pow_eq_one_iff_dvd j).1 h)) (by omega)
  have hone : (η ^ j) ^ m = 1 := by
    rw [← pow_mul, mul_comm, pow_mul, hη.pow_eq_one, one_pow]
  have h := mul_neg_geom_sum (η ^ j) m
  rw [hone, sub_self] at h
  have hgeom := (mul_eq_zero.1 h).resolve_left (sub_ne_zero.2 hne.symm)
  have hw : ∀ k, antiRoot m k = Complex.exp (π * Complex.I / m) * η ^ k := by
    intro k
    rw [hdef, ← Complex.exp_nat_mul, ← Complex.exp_add, antiRoot]
    congr 1
    push_cast
    ring
  calc _ = Complex.exp (π * Complex.I / m) ^ j * ∑ k ∈ range m, (η ^ j) ^ k := by
        rw [mul_sum]
        exact sum_congr rfl fun k _ => by rw [hw k]; ring
    _ = 0 := by rw [hgeom, mul_zero]
```

In words: $\sum_k w_k^j=0$ for $0<j<m$. Put $\eta=e^{2\pi i/m}$, so that $w_k=e^{i\pi/m}\eta^k$. Then

$$\sum_k w_k^j=e^{i\pi j/m}\sum_{k=0}^{m-1}(\eta^j)^k,\qquad (1-\eta^j)\sum_{k=0}^{m-1}(\eta^j)^k=1-\eta^{jm}=0 .$$

Since $\eta^j\ne1$, the geometric sum vanishes. In the code `hne` is this inequality and `hgeom` the vanishing sum.

```lean
/-- Sum of the resolvents `1 / (a - b w)` over all `m`-th roots `w` of `-1`, when `m ≥ 1`
and `a^m + b^m` does not vanish. -/
theorem sum_resolvent {m : ℕ} (hm : m ≠ 0) {a b : ℂ} (hD : a ^ m + b ^ m ≠ 0) :
    ∑ k ∈ range m, 1 / (a - b * antiRoot m k) = m * a ^ (m - 1) / (a ^ m + b ^ m) := by
  have h1 : ∀ k, 1 / (a - b * antiRoot m k) =
      (∑ j ∈ range m, (b * antiRoot m k) ^ j * a ^ (m - 1 - j)) / (a ^ m + b ^ m) := by
    intro k
    have hw : antiRoot m k ^ m = -1 := by
      have hi : (m : ℂ) * (m : ℂ)⁻¹ = 1 := mul_inv_cancel₀ (Nat.cast_ne_zero.2 hm)
      have e : (m : ℂ) * (((π * (2 * k + 1) / m : ℝ) : ℂ) * Complex.I) =
          π * Complex.I + k * (2 * π * Complex.I) := by
        push_cast
        linear_combination (π * (2 * k + 1) * Complex.I) * hi
      rw [antiRoot, ← Complex.exp_nat_mul, e, Complex.exp_add, Complex.exp_pi_mul_I,
        Complex.exp_nat_mul, Complex.exp_two_pi_mul_I, one_pow, mul_one]
    have hp : (b * antiRoot m k) ^ m = -b ^ m := by rw [mul_pow, hw]; ring
    -- the finite geometric series
    have h := (Commute.all (b * antiRoot m k) a).geom_sum₂_mul m
    rw [hp] at h
    have hne : a - b * antiRoot m k ≠ 0 := by
      intro h0
      apply hD
      rw [← neg_sub, h0, neg_zero, mul_zero] at h
      linear_combination h
    rw [div_eq_div_iff hne hD]
    linear_combination h
  rw [sum_congr rfl (fun k _ => h1 k), ← sum_div, sum_comm]
  congr 1
  -- only the power zero survives the sum over the roots
  rw [sum_eq_single 0]
  · simp
  · intro j hj hj0
    calc _ = b ^ j * a ^ (m - 1 - j) * ∑ k ∈ range m, antiRoot m k ^ j := by
          rw [mul_sum]
          exact sum_congr rfl fun k _ => by ring
      _ = 0 := by
          rw [sum_antiRoot_pow (Nat.pos_of_ne_zero hj0) (mem_range.1 hj), mul_zero]
  · intro h
    exact absurd (mem_range.2 (Nat.pos_of_ne_zero hm)) h
```

For complex $a,b$ with $a^m+b^m\neq0$, this states $\sum_k 1/(a-bw_k)=m\,a^{m-1}/(a^m+b^m)$. Because $w_k^m=-1$, the finite geometric series gives

$$(a-bw_k)\sum_{j=0}^{m-1}(bw_k)^j a^{m-1-j}=a^m-(bw_k)^m=a^m+b^m .$$

So $a-bw_k\ne0$, and its inverse is the sum over $j$ divided by $a^m+b^m$; this is `h1`. Now sum over $k$ and exchange the sums (`sum_comm`). By the previous theorem only $j=0$ survives (`sum_eq_single 0`), and it contributes $m\,a^{m-1}$. The tactic `linear_combination` proves an equation by combining known ones with stated coefficients.

## From resolvents to pole terms

```lean
/-- The denominator of the closed form is positive for every real `x`. -/
theorem denominator_pos (n : ℕ) (x : ℝ) : 0 < (1 + x) ^ (2 * n) + (1 - x) ^ (2 * n) := by
  have h1 : 0 ≤ (1 + x) ^ (2 * n) := by rw [pow_mul]; positivity
  have h2 : 0 ≤ (1 - x) ^ (2 * n) := by rw [pow_mul]; positivity
  rcases le_or_gt 0 x with h | h
  · have : 0 < (1 + x) ^ (2 * n) := pow_pos (by linarith) _
    linarith
  · have : 0 < (1 - x) ^ (2 * n) := pow_pos (by linarith) _
    linarith
```

Both even powers are non-negative. For $x\ge0$ the first is positive, for $x<0$ the second.

```lean
/-- The pole denominators with `k < 2n` are positive for every real `x`. -/
theorem poleDenom_pos {n k : ℕ} (hk : k < 2 * n) (x : ℝ) : 0 < poleDenom n k x := by
  have hn : (0 : ℝ) < n := Nat.cast_pos.2 (by omega)
  have hk' : (k : ℝ) + 1 ≤ 2 * n := by exact_mod_cast Nat.succ_le_of_lt hk
  have h0 : 0 < poleAngle n k := by unfold poleAngle; positivity
  have h1 : poleAngle n k < π := by
    unfold poleAngle
    rw [div_lt_iff₀ (by positivity)]
    exact mul_lt_mul_of_pos_left (by linarith) Real.pi_pos
  have hs := Real.sin_pos_of_pos_of_lt_pi h0 h1
  unfold poleDenom
  positivity
```

For $k<2n$ the angle lies strictly between $0$ and $\pi$, so $\sin\theta_k>0$ and $D_k(x)>0$, even at $x=0$.

```lean
/-- For `k < 2n`, a pole term is an affine function of the real part of a resolvent at a
`2n`-th root of `-1`. -/
theorem pole_term {n k : ℕ} (hk : k < 2 * n) (x : ℝ) :
    x / poleDenom n k x = 2 * (1 + x) *
      (1 / (((1 + x : ℝ) : ℂ) - ((1 - x : ℝ) : ℂ) * antiRoot (2 * n) k)).re - 1 := by
  have hφ : π * (2 * k + 1) / ((2 * n : ℕ) : ℝ) = 2 * poleAngle n k := by
    unfold poleAngle
    push_cast
    ring
  have h := Real.sin_sq_add_cos_sq (poleAngle n k)
  have hi := mul_inv_cancel₀ (poleDenom_pos hk x).ne'
  set z := ((1 + x : ℝ) : ℂ) - ((1 - x : ℝ) : ℂ) * antiRoot (2 * n) k with hz
  have hre : z.re = 1 + x - (1 - x) * (2 * Real.cos (poleAngle n k) ^ 2 - 1) := by
    rw [hz, antiRoot, hφ, Complex.sub_re, Complex.ofReal_re, Complex.re_ofReal_mul,
      Complex.exp_ofReal_mul_I_re, Real.cos_two_mul]
  have him : z.im = 0 - (1 - x) *
      (2 * Real.sin (poleAngle n k) * Real.cos (poleAngle n k)) := by
    rw [hz, antiRoot, hφ, Complex.sub_im, Complex.ofReal_im, Complex.im_ofReal_mul,
      Complex.exp_ofReal_mul_I_im, Real.sin_two_mul]
  have hN : Complex.normSq z = 4 * poleDenom n k x := by
    rw [Complex.normSq_apply, hre, him, poleDenom]
    linear_combination (4 * (1 - x) ^ 2 * Real.cos (poleAngle n k) ^ 2 - 4) * h
  have hR : (1 + x) * z.re = 2 * (x + poleDenom n k x) := by
    rw [hre, poleDenom]
    linear_combination -2 * h
  rw [one_div, Complex.inv_re, hN]
  linear_combination -((poleDenom n k x)⁻¹ / 2) * hR - hi
```

Take $a=1+x$, $b=1-x$ and $z=a-b\,e^{2i\theta_k}$. Then

$$|z|^2=2(1+x^2)-2(1-x^2)\cos2\theta_k=4D_k,$$

$$(1+x)\,\mathrm{Re}\,z=(1+x)^2-(1-x^2)\cos2\theta_k=2x+2D_k .$$

Since $\mathrm{Re}(1/z)=\mathrm{Re}\,z/|z|^2$,

$$2(1+x)\,\mathrm{Re}\frac1z-1=\frac{4x+4D_k}{4D_k}-1=\frac{x}{D_k}.$$

The first two displayed identities are `hN` and `hR`.

```lean
/-- Neuberger's pole expansion: for `n ≥ 1` and every real `x`, the sum of `n` pole terms
equals a ratio built from the powers `(1+x)^(2n)` and `(1-x)^(2n)`. -/
theorem neuberger_pole_expansion {n : ℕ} (hn : 1 ≤ n) (x : ℝ) :
    poleSum n x = ((1 + x) ^ (2 * n) - (1 - x) ^ (2 * n)) /
      ((1 + x) ^ (2 * n) + (1 - x) ^ (2 * n)) := by
  have hn0 : (n : ℝ) ≠ 0 := Nat.cast_ne_zero.2 (by omega)
  have hD := (denominator_pos n x).ne'
  have hDc : ((1 + x : ℝ) : ℂ) ^ (2 * n) + ((1 - x : ℝ) : ℂ) ^ (2 * n) ≠ 0 := by
    rw [← Complex.ofReal_pow, ← Complex.ofReal_pow, ← Complex.ofReal_add]
    exact Complex.ofReal_ne_zero.2 hD
  have hs := (sum_resolvent (m := 2 * n) (by omega) hDc).trans
    (show _ = ((((2 * n : ℕ) : ℝ) * (1 + x) ^ (2 * n - 1) /
      ((1 + x) ^ (2 * n) + (1 - x) ^ (2 * n)) : ℝ) : ℂ) by
      simp only [Complex.ofReal_mul, Complex.ofReal_div, Complex.ofReal_pow,
        Complex.ofReal_add, Complex.ofReal_natCast])
  have hs' := congrArg Complex.re hs
  rw [Complex.re_sum, Complex.ofReal_re] at hs'
  have key : ∀ A B N p a : ℝ, a * p = A → A + B ≠ 0 →
      2 * a * (N * p / (A + B)) - N = N * ((A - B) / (A + B)) := by
    intro A B N p a h h0
    linear_combination N * mul_inv_cancel₀ h0 + 2 * N * (A + B)⁻¹ * h
  have hfull := sum_congr rfl fun k hk => pole_term (n := n) (k := k) (mem_range.1 hk) x
  rw [sum_sub_distrib, ← mul_sum, hs', sum_const, card_range, nsmul_eq_mul, mul_one,
    key _ _ _ _ _ (mul_pow_sub_one (by omega) _) hD] at hfull
  -- the terms `k` and `2n-1-k` coincide
  have hfold : ∑ k ∈ range (2 * n), x / poleDenom n k x =
      2 * ∑ k ∈ range n, x / poleDenom n k x := by
    rw [two_mul n, sum_range_add, two_mul]
    congr 1
    refine (sum_congr rfl fun j hj => ?_).trans
      (sum_range_reflect (fun k => x / poleDenom n k x) n)
    have hj' := mem_range.1 hj
    have hc : ((n + j : ℕ) : ℝ) + ((n - 1 - j : ℕ) : ℝ) + 1 = 2 * n := by
      exact_mod_cast (show n + j + (n - 1 - j) + 1 = 2 * n by omega)
    have ha : poleAngle n (n + j) = π - poleAngle n (n - 1 - j) := by
      unfold poleAngle
      linear_combination (π * (n : ℝ)⁻¹ / 2) * hc + π * mul_inv_cancel₀ hn0
    simp only [poleDenom, ha, Real.cos_pi_sub, Real.sin_pi_sub, neg_sq]
  rw [hfold] at hfull
  have hS : poleSum n x = (∑ k ∈ range n, x / poleDenom n k x) / n := by
    rw [poleSum, sum_div]
    exact sum_congr rfl fun k _ => div_right_comm _ _ _
  rw [hS, div_eq_iff hn0]
  push_cast at hfull
  linear_combination hfull / 2
```

This is the opening formula. Write $A=(1+x)^{2n}$ and $B=(1-x)^{2n}$. Summing the last identity over all $2n$ roots and using the resolvent sum gives

$$\sum_{k=0}^{2n-1}\frac{x}{D_k}=2(1+x)\frac{2n(1+x)^{2n-1}}{A+B}-2n=2n\,\frac{A-B}{A+B}.$$

Since $\theta_{2n-1-k}=\pi-\theta_k$, the terms $k$ and $2n-1-k$ are equal, and the left side is twice the sum over $k<n$. Dividing by $2n$ gives the result. In the code `hfull` is the sum over all roots and `hfold` the folding.

For $n=1$ the only angle is $\pi/4$, and both sides are $2x/(1+x^2)$.

## Approach to the sign function

```lean
/-- For `x > 0` and `n ≥ 1` the pole sum differs from `1` by at most
`2 ((1-x)/(1+x))^(2n)`. -/
theorem abs_one_sub_poleSum_le {n : ℕ} (hn : 1 ≤ n) {x : ℝ} (hx : 0 < x) :
    |1 - poleSum n x| ≤ 2 * ((1 - x) / (1 + x)) ^ (2 * n) := by
  have hD := denominator_pos n x
  have hA : 0 < (1 + x) ^ (2 * n) := by positivity
  have hB : 0 ≤ (1 - x) ^ (2 * n) := by rw [pow_mul]; positivity
  rw [neuberger_pole_expansion hn, div_pow]
  generalize (1 + x) ^ (2 * n) = A at *
  generalize (1 - x) ^ (2 * n) = B at *
  have e : 1 - (A - B) / (A + B) = 2 * B / (A + B) := by
    linear_combination -mul_inv_cancel₀ hD.ne'
  rw [e, abs_of_nonneg (by positivity), ← mul_div_assoc]
  exact div_le_div_of_nonneg_left (by positivity) hA (by linarith)
```

For $x>0$, $1-\dfrac{A-B}{A+B}=\dfrac{2B}{A+B}\le\dfrac{2B}{A}$, which is the stated bound. `generalize` replaces the two powers by the letters $A$ and $B$.

```lean
/-- As the number of poles grows, the pole sum converges to the sign of `x`, for every
real `x`. -/
theorem tendsto_poleSum_sign (x : ℝ) :
    Tendsto (fun n => poleSum n x) atTop (𝓝 (Real.sign x)) := by
  have hpos : ∀ y : ℝ, 0 < y → Tendsto (fun n => poleSum n y) atTop (𝓝 1) := by
    intro y hy
    have hr : ((1 - y) / (1 + y)) ^ 2 < 1 := by
      rw [div_pow, div_lt_one (by positivity)]
      nlinarith
    have hl := (tendsto_pow_atTop_nhds_zero_of_lt_one (sq_nonneg _) hr).const_mul 2
    rw [mul_zero] at hl
    rw [tendsto_iff_norm_sub_tendsto_zero]
    refine squeeze_zero' (Eventually.of_forall fun n => norm_nonneg _) ?_ hl
    filter_upwards [eventually_ge_atTop 1] with n hn
    rw [Real.norm_eq_abs, abs_sub_comm, ← pow_mul]
    exact abs_one_sub_poleSum_le hn hy
  rcases lt_trichotomy x 0 with h | h | h
  · -- the pole sum is odd
    have ho : ∀ n, poleSum n x = -poleSum n (-x) := fun n => by
      simp [poleSum, poleDenom, neg_div]
    rw [Real.sign_of_neg h]
    simp only [ho]
    exact (hpos (-x) (by linarith)).neg
  · subst h
    simp [poleSum]
  · rw [Real.sign_of_pos h]
    exact hpos x h
```

`Tendsto … atTop (𝓝 …)` is the limit $n\to\infty$. For $x>0$ the ratio $\bigl((1-x)/(1+x)\bigr)^2$ is below one, so the bound goes to zero. Negative $x$ follows because the sum is odd, and at $x=0$ every term is zero, as is `Real.sign 0`. The limit is taken at fixed $x$; it is slow when $|x|$ is close to zero and also when $|x|$ is very large.

## The sum for a matrix

```lean
/-- Matrix form: for `n ≥ 1` and a diagonalisable matrix `A` with real eigenvalues `d i`, the
sum of shifted inverses applies the closed rational function to each eigenvalue. -/
theorem matrix_pole_expansion {ι : Type*} [Fintype ι] [DecidableEq ι] {n : ℕ} (hn : 1 ≤ n)
    (P A : Matrix ι ι ℂ) (hP : IsUnit P.det) (d : ι → ℝ)
    (hA : A = P * Matrix.diagonal (fun i => (d i : ℂ)) * P⁻¹) :
    ∑ k ∈ range n, (1 / n : ℂ) • (A * (((Real.cos (poleAngle n k) ^ 2 : ℝ) : ℂ) • (A * A) +
      ((Real.sin (poleAngle n k) ^ 2 : ℝ) : ℂ) • (1 : Matrix ι ι ℂ))⁻¹) =
    P * Matrix.diagonal (fun i => ((((1 + d i) ^ (2 * n) - (1 - d i) ^ (2 * n)) /
      ((1 + d i) ^ (2 * n) + (1 - d i) ^ (2 * n)) : ℝ) : ℂ)) * P⁻¹ := by
  have hQ := Matrix.nonsing_inv_mul P hP
  have hP1 := Matrix.mul_nonsing_inv P hP
  have hmul : ∀ f g : ι → ℂ, P * Matrix.diagonal f * P⁻¹ * (P * Matrix.diagonal g * P⁻¹) =
      P * Matrix.diagonal (fun i => f i * g i) * P⁻¹ := by
    intro f g
    rw [← Matrix.diagonal_mul_diagonal]
    calc _ = P * Matrix.diagonal f * (P⁻¹ * P) * Matrix.diagonal g * P⁻¹ := by
          simp only [Matrix.mul_assoc]
      _ = _ := by rw [hQ, Matrix.mul_one]; simp only [Matrix.mul_assoc]
  -- each pole term is diagonal in the eigenbasis
  have hterm : ∀ k ∈ range n, (1 / n : ℂ) • (A *
      (((Real.cos (poleAngle n k) ^ 2 : ℝ) : ℂ) • (A * A) +
      ((Real.sin (poleAngle n k) ^ 2 : ℝ) : ℂ) • (1 : Matrix ι ι ℂ))⁻¹) =
      P * Matrix.diagonal (fun i => ((d i / n / poleDenom n k (d i) : ℝ) : ℂ)) * P⁻¹ := by
    intro k hk
    have hk' := mem_range.1 hk
    have e : Matrix.diagonal (fun i => (poleDenom n k (d i) : ℂ)) =
        ((Real.cos (poleAngle n k) ^ 2 : ℝ) : ℂ) •
          Matrix.diagonal (fun i => (d i : ℂ) * d i) +
        ((Real.sin (poleAngle n k) ^ 2 : ℝ) : ℂ) • (1 : Matrix ι ι ℂ) := by
      ext i j
      by_cases h : i = j
      · subst h
        simp [poleDenom]
        ring
      · simp [h]
    have hq : ((Real.cos (poleAngle n k) ^ 2 : ℝ) : ℂ) • (A * A) +
        ((Real.sin (poleAngle n k) ^ 2 : ℝ) : ℂ) • (1 : Matrix ι ι ℂ) =
        P * Matrix.diagonal (fun i => (poleDenom n k (d i) : ℂ)) * P⁻¹ := by
      rw [e, hA, hmul, Matrix.mul_add, Matrix.add_mul, Matrix.mul_smul, Matrix.smul_mul,
        Matrix.mul_smul, Matrix.smul_mul, Matrix.mul_one, hP1]
    have hone : (fun i => (poleDenom n k (d i) : ℂ) * (poleDenom n k (d i) : ℂ)⁻¹) =
        fun _ => 1 := funext fun i =>
      mul_inv_cancel₀ (Complex.ofReal_ne_zero.2 (poleDenom_pos (by omega) (d i)).ne')
    have hinv : (P * Matrix.diagonal (fun i => (poleDenom n k (d i) : ℂ)) * P⁻¹)⁻¹ =
        P * Matrix.diagonal (fun i => (poleDenom n k (d i) : ℂ)⁻¹) * P⁻¹ :=
      Matrix.inv_eq_right_inv (by rw [hmul, hone, Matrix.diagonal_one, Matrix.mul_one, hP1])
    rw [hq, hinv, hA, hmul, ← Matrix.smul_mul, ← Matrix.mul_smul, ← Matrix.diagonal_smul]
    congr 3
    funext i
    simp only [Pi.smul_apply, smul_eq_mul, Complex.ofReal_div, Complex.ofReal_natCast]
    ring
  rw [sum_congr rfl hterm, ← Finset.sum_mul, ← Finset.mul_sum]
  congr 2
  ext i j
  by_cases h : i = j
  · subst h
    simp only [Matrix.sum_apply, Matrix.diagonal_apply_eq]
    rw [← neuberger_pole_expansion hn, poleSum, Complex.ofReal_sum]
  · simp [Matrix.sum_apply, h]

end

end NeubergerPoleExpansion
```

Here $A$ is a finite complex matrix, $A=P\,\mathrm{diag}(d_i)\,P^{-1}$ with real $d_i$. The letter $P$ denotes the eigenvector matrix, not a density matrix, and `IsUnit P.det` says that it is invertible. Hermitian matrices are included. With $f_n$ the closed rational function,

$$\sum_{k=0}^{n-1}\frac1n A\,(\cos^2\theta_k\,A^2+\sin^2\theta_k)^{-1}=P\,\mathrm{diag}\bigl(f_n(d_i)\bigr)P^{-1}.$$

Products of matrices $P\,\mathrm{diag}\,P^{-1}$ multiply entrywise on the diagonal (`hmul`). The bracket is therefore $P\,\mathrm{diag}(D_k(d_i))P^{-1}$ (`hq`), and its inverse has the reciprocal entries (`hinv`), which exist because $D_k(d_i)>0$. Summing over $k$ leaves the scalar theorem for each eigenvalue.

In a calculation with $H$ given in an orthonormal basis one takes $A=(H-\mu)/s$, with an energy scale $s>0$ that makes $A$ dimensionless. For a vector $v$, one solves $(A^2+\tan^2\theta_k)\,y_k=v$ for each pole and forms $A\sum_k y_k/(n\cos^2\theta_k)\approx\mathrm{sign}(A)\,v$. The systems differ only by a shift, so with zero as the starting vector one Krylov space serves them all. If all $|d_i|$ lie between $0.1$ and $10$, twenty poles bring the error at each eigenvalue below $7\times10^{-4}$. The theorem takes the inverses as exact, whereas an iterative solver stops at a tolerance, and that error comes on top.

```lean
#print axioms NeubergerPoleExpansion.neuberger_pole_expansion
-- 'NeubergerPoleExpansion.neuberger_pole_expansion' depends on axioms: [propext, Classical.choice, Quot.sound]
#print axioms NeubergerPoleExpansion.tendsto_poleSum_sign
-- 'NeubergerPoleExpansion.tendsto_poleSum_sign' depends on axioms: [propext, Classical.choice, Quot.sound]
#print axioms NeubergerPoleExpansion.matrix_pole_expansion
-- 'NeubergerPoleExpansion.matrix_pole_expansion' depends on axioms: [propext, Classical.choice, Quot.sound]
```
